# Lower bounds on the kinetic energy of a normalised real orbital on the line from the integral of its squared density

The theorem `IsOrbital.kinetic_bound` concerns one real orbital φ on the line, with kinetic energy ∫ φ′² (units in which ħ²/2m = 1). It states that this energy is at least 2g ∫ φ⁴ − g²/3 for every real number g. The orbital is assumed continuously differentiable and of unit norm, with φ′² and φ⁴ integrable and the density φ² tending to zero at both ends. The proof takes primitives F, K and Q of φ², φ′² and φ⁴, and builds from them and φ a function whose derivative is the square (φ′ + g(2F − 1)φ)². That function never decreases, so comparing its limits at the two ends should give the bound.

The failing Lean file:

```lean
import Mathlib

open MeasureTheory Filter Topology Set

namespace AttractiveBoseHartree

noncomputable section

/-- A real orbital on the line: continuously differentiable, of unit norm, with finite kinetic and
interaction energy and a density that vanishes at both ends. -/
structure IsOrbital (φ : ℝ → ℝ) : Prop where
  differentiable : Differentiable ℝ φ
  continuous_deriv : Continuous (deriv φ)
  normalised : ∫ x, φ x ^ 2 = 1
  kinetic : Integrable (fun x => deriv φ x ^ 2)
  interaction : Integrable (fun x => φ x ^ 4)
  left : Tendsto (fun x => φ x ^ 2) atBot (𝓝 0)
  right : Tendsto (fun x => φ x ^ 2) atTop (𝓝 0)

/-- A continuous integrable function has a primitive that tends to zero at the far left and to the
full integral at the far right. -/
theorem exists_cumulative {f : ℝ → ℝ} (hc : Continuous f) (hi : Integrable f) :
    ∃ F : ℝ → ℝ, (∀ x, HasDerivAt F (f x) x) ∧ Tendsto F atBot (𝓝 0) ∧
      Tendsto F atTop (𝓝 (∫ x, f x)) := by
  have hb : Tendsto (fun x => ∫ t in x..(0 : ℝ), f t) atBot (𝓝 (∫ t in Iic (0 : ℝ), f t)) :=
    intervalIntegral_tendsto_integral_Iic 0 hi.integrableOn tendsto_id
  have ht : Tendsto (fun x => ∫ t in (0 : ℝ)..x, f t) atTop (𝓝 (∫ t in Ioi (0 : ℝ), f t)) :=
    intervalIntegral_tendsto_integral_Ioi 0 hi.integrableOn tendsto_id
  have hb' := hb.const_sub (∫ t in Iic (0 : ℝ), f t)
  rw [sub_self] at hb'
  refine ⟨fun x => (∫ t in (0 : ℝ)..x, f t) + ∫ t in Iic (0 : ℝ), f t,
    fun x => (hc.integral_hasStrictDerivAt 0 x).hasDerivAt.add_const _,
    hb'.congr fun x => ?_, ?_⟩
  · simp only [intervalIntegral.integral_symm x 0]
    ring
  · rw [← intervalIntegral.integral_Iic_add_Ioi (b := (0 : ℝ)) hi.integrableOn hi.integrableOn,
      add_comm]
    exact ht.add_const _

/-- The kinetic energy of any orbital is at least `2g ∫ φ⁴ - g²/3`, for every real `g`. -/
theorem IsOrbital.kinetic_bound {φ : ℝ → ℝ} (h : IsOrbital φ) (g : ℝ) :
    2 * g * (∫ x, φ x ^ 4) - g ^ 2 / 3 ≤ ∫ x, deriv φ x ^ 2 := by
  have hc := h.differentiable.continuous
  have hi : Integrable (fun x => φ x ^ 2) :=
    not_imp_comm.1 integral_undef (by rw [h.normalised]; exact one_ne_zero)
  obtain ⟨F, hF, hFb, hFt⟩ := exists_cumulative (hc.pow 2) hi
  obtain ⟨K, hK, hKb, hKt⟩ := exists_cumulative (h.continuous_deriv.pow 2) h.kinetic
  obtain ⟨Q, hQ, hQb, hQt⟩ := exists_cumulative (hc.pow 4) h.interaction
  rw [h.normalised] at hFt
  -- a completed square is the slope of an explicit, hence increasing, function
  have hH : ∀ x, HasDerivAt (fun y => K y - 2 * g * Q y + (g * ((2 * F y - 1) * (φ y * φ y)) +
      g ^ 2 / 6 * ((2 * F y - 1) * (2 * F y - 1) * (2 * F y - 1))))
      ((deriv φ x + g * (2 * F x - 1) * φ x) ^ 2) x := by
    intro x
    have d := (h.differentiable x).hasDerivAt
    have w := ((hF x).const_mul 2).sub_const 1
    exact (((hK x).fun_sub ((hQ x).const_mul (2 * g))).fun_add
      (((w.fun_mul (d.fun_mul d)).const_mul g).fun_add
        (((w.fun_mul w).fun_mul w).const_mul (g ^ 2 / 6)))).congr_deriv (by ring)
  have hm := monotone_of_deriv_nonneg (fun x => (hH x).differentiableAt)
    (fun x => by rw [(hH x).deriv]; positivity)
  have vb : Tendsto (fun x => φ x * φ x) atBot (𝓝 0) := by simpa only [sq] using h.left
  have vt : Tendsto (fun x => φ x * φ x) atTop (𝓝 0) := by simpa only [sq] using h.right
  have wb := (hFb.const_mul 2).sub_const 1
  have wt := (hFt.const_mul 2).sub_const 1
  -- compare its limits at the two ends
  have lb := (hKb.sub (hQb.const_mul (2 * g))).add
    (((wb.mul vb).const_mul g).add (((wb.mul wb).mul wb).const_mul (g ^ 2 / 6)))
  have lt := (hKt.sub (hQt.const_mul (2 * g))).add
    (((wt.mul vt).const_mul g).add (((wt.mul wt).mul wt).const_mul (g ^ 2 / 6)))
  have key := (hm.le_of_tendsto lb 0).trans (hm.ge_of_tendsto lt 0)
  linarith

end

end AttractiveBoseHartree
```

Compiling this gives:

```
Main.lean:49:6: error: Tactic `rewrite` failed: Did not find an occurrence of the pattern
  ∫ (x : ℝ), φ x ^ 2
in the target expression
  Tendsto F atTop (𝓝 (∫ (x : ℝ), (φ ^ 2) x))

φ : ℝ → ℝ
h : IsOrbital φ
g : ℝ
hc : Continuous φ
hi : Integrable (fun x => φ x ^ 2) volume
F : ℝ → ℝ
hF : ∀ (x : ℝ), HasDerivAt F ((φ ^ 2) x) x
hFb : Tendsto F atBot (𝓝 0)
hFt : Tendsto F atTop (𝓝 (∫ (x : ℝ), (φ ^ 2) x))
K : ℝ → ℝ
hK : ∀ (x : ℝ), HasDerivAt K ((deriv φ ^ 2) x) x
hKb : Tendsto K atBot (𝓝 0)
hKt : Tendsto K atTop (𝓝 (∫ (x : ℝ), (deriv φ ^ 2) x))
Q : ℝ → ℝ
hQ : ∀ (x : ℝ), HasDerivAt Q ((φ ^ 4) x) x
hQb : Tendsto Q atBot (𝓝 0)
hQt : Tendsto Q atTop (𝓝 (∫ (x : ℝ), (φ ^ 4) x))
⊢ (2 * g * ∫ (x : ℝ), φ x ^ 4) - g ^ 2 / 3 ≤ ∫ (x : ℝ), deriv φ x ^ 2
```

The error says that `rw [h.normalised] at hFt` found no copy of `∫ x, φ x ^ 2` in `hFt`, which contains `∫ x, (φ ^ 2) x` instead. The two integrals are equal by definition, but one squares the value of φ and the other evaluates the squared function, and `rw` does not unfold the function power to match them.

The second form arose because `exists_cumulative` was left to infer its `f`, and with `hc.pow 2` as argument Lean chose `φ ^ 2`. The repair supplies `f := fun x => φ x ^ 2`. Lean still accepts `hc.pow 2`, since the functions agree by definition, and `hFt` now contains the integral that `rw` seeks.

The context shows the same function powers in the hypotheses on `K` and `Q`. Naming `f` there too puts their integrals in the form used by the goal, though the message reports no separate failure from them. The reworded comment is mere tidying: a nonnegative derivative makes a function nondecreasing, not necessarily strictly increasing.

The change, after which it compiles:

```diff
@@ -44,9 +44,11 @@
   have hi : Integrable (fun x => φ x ^ 2) :=
     not_imp_comm.1 integral_undef (by rw [h.normalised]; exact one_ne_zero)
-  obtain ⟨F, hF, hFb, hFt⟩ := exists_cumulative (hc.pow 2) hi
-  obtain ⟨K, hK, hKb, hKt⟩ := exists_cumulative (h.continuous_deriv.pow 2) h.kinetic
-  obtain ⟨Q, hQ, hQb, hQt⟩ := exists_cumulative (hc.pow 4) h.interaction
+  obtain ⟨F, hF, hFb, hFt⟩ := exists_cumulative (f := fun x => φ x ^ 2) (hc.pow 2) hi
+  obtain ⟨K, hK, hKb, hKt⟩ := exists_cumulative (f := fun x => deriv φ x ^ 2)
+    (h.continuous_deriv.pow 2) h.kinetic
+  obtain ⟨Q, hQ, hQb, hQt⟩ := exists_cumulative (f := fun x => φ x ^ 4)
+    (hc.pow 4) h.interaction
   rw [h.normalised] at hFt
-  -- a completed square is the slope of an explicit, hence increasing, function
+  -- a completed square is the slope of an explicit function, which is therefore nondecreasing
   have hH : ∀ x, HasDerivAt (fun y => K y - 2 * g * Q y + (g * ((2 * F y - 1) * (φ y * φ y)) +
       g ^ 2 / 6 * ((2 * F y - 1) * (2 * F y - 1) * (2 * F y - 1))))
```
